# Two equivalent orbitals with overlap 0 < s < 1 and β < αs have levels that sum to more than 2α

## Is a negative β enough for closed-shell repulsion?

Two equivalent orbitals with site energy \(\alpha\), coupling \(\beta\) and overlap \(s\) between 0 and 1 have levels \((\alpha+\beta)/(1+s)\) and \((\alpha-\beta)/(1-s)\), and I have read that these sum to more than \(2\alpha\), so that two filled shells repel. But when I put in \(\alpha=-10\), \(\beta=-1\), \(s=0.2\), I get about \(-9.17\) and \(-11.25\). The sum is below \(-20\), and the in-phase level is the higher one. My \(\beta\) is negative, as it should be. What went wrong?

## The coupling has to lie below αs

For \(0<s<1\), the sum of the levels exceeds \(2\alpha\) exactly when \(\beta<\alpha s\). Your numbers have \(\alpha s=-2\) and \(\beta=-1\), so they fail this condition. When it holds, the first level lies below \(\alpha\) and the second above it.

The sign of \(\beta\) alone has no physical meaning once orbitals overlap. Shifting the zero of energy by \(c\) changes \(\alpha\) to \(\alpha+c\) and \(\beta\) to \(\beta+cs\), but leaves \(\beta-\alpha s\) alone. The condition \(\beta<\alpha s\) says that the in-phase combination is stabilised relative to a single site.

### The levels and their sum

Let the site energies be \(a\) and \(b\) for the moment. The levels are the roots of

\[
\det\begin{pmatrix} a-E & \beta-Es\\ \beta-Es & b-E\end{pmatrix}=(a-E)(b-E)-(\beta-Es)^2 .
\]

For \(a=b=\alpha\) this is a difference of squares,

\[
\bigl(\alpha+\beta-E(1+s)\bigr)\bigl(\alpha-\beta-E(1-s)\bigr),
\]

so the roots are \(E_+=(\alpha+\beta)/(1+s)\) and \(E_-=(\alpha-\beta)/(1-s)\). Their distances from \(\alpha\) are

\[
E_+-\alpha=-\frac{\alpha s-\beta}{1+s},\qquad E_--\alpha=\frac{\alpha s-\beta}{1-s}.
\]

With \(\alpha s-\beta>0\), one level goes down and the other goes up by more, because \(1-s<1+s\). Adding the two gives

\[
E_++E_--2\alpha=\frac{2s(\alpha s-\beta)}{1-s^2}.
\]

Four electrons fill both levels, so in this non-interacting two-orbital model their energy rises by twice this amount. This is the closed-shell repulsion that extended Hückel theory contains and that vanishes when \(s=0\).

The coefficient vectors are \((1,1)\) and \((1,-1)\). Normalised with the overlap matrix, they carry the factors \(1/\sqrt{2(1+s)}\) and \(1/\sqrt{2(1-s)}\).

### Unequal site energies

Now let \(\beta<as\) and \(\beta<bs\). The determinant is the quadratic

\[
p(E)=(1-s^2)E^2-(a+b-2\beta s)E+ab-\beta^2 .
\]

Its leading coefficient is positive, while \(p(a)=-(\beta-as)^2<0\) and \(p(b)=-(\beta-bs)^2<0\). Hence there are two real roots \(x<y\), with both site energies strictly between them. The coefficients give \((1-s^2)(x+y)=a+b-2\beta s\), so

\[
(1-s^2)(x+y-a-b)=s\bigl[(as-\beta)+(bs-\beta)\bigr]>0 .
\]

### What the Lean theorems say

`hamiltonian a b β` and `overlap s` are real 2×2 matrices. The ones on the diagonal of `overlap s` encode normalised orbitals. The lower-case `s` is the overlap integral, often written \(S\); the overlap matrix is `overlap s`.

The names `bonding` and `antibonding` stand for the formulas \(E_+\) and \(E_-\), whatever their order. In your example `bonding` is the higher level.

- `closed_shell_repulsion` assumes `0 < s`, `s < 1` and `β < α * s`. It states that a real `E` is a root exactly when it is one of the two levels, that they lie on either side of `α`, and that their sum exceeds `2 * α`.
- `repulsion_iff` says that, for overlap between 0 and 1, the condition on `β` is also necessary for the sum to exceed `2 * α`.
- `level_sum` gives the excess for any overlap other than \(\pm1\).
- `bonding_orbital` and `antibonding_orbital` state \(Hc=ESc\) for the unnormalised vectors above.
- `heteronuclear_repulsion` is the case of unequal site energies, which also allows `a = b`.

The theorems concern levels, not electrons. Suppose that the total energy is the sum of the occupied orbital energies and that the site energies stay fixed as the atoms approach. Then the theorems say that, under their conditions on `s` and `β`, two atoms with one filled orbital each have a higher energy at overlap `s` than far apart. They do not give the force at a particular distance, which also depends on how `s` and `β` change with distance.

```lean
import Mathlib

open Matrix

namespace OverlapRepulsion

noncomputable section

/-- The Hamiltonian matrix of two orbitals with site energies `a`, `b` and coupling `β`. -/
def hamiltonian (a b β : ℝ) : Matrix (Fin 2) (Fin 2) ℝ := !![a, β; β, b]

/-- The overlap matrix of two normalised orbitals with mutual overlap `s`. -/
def overlap (s : ℝ) : Matrix (Fin 2) (Fin 2) ℝ := !![1, s; s, 1]

/-- The level `(α + β) / (1 + s)` of two equivalent orbitals, for `s ≠ -1`. -/
def bonding (α β s : ℝ) : ℝ := (α + β) / (1 + s)

/-- The level `(α - β) / (1 - s)` of two equivalent orbitals, for `s ≠ 1`. -/
def antibonding (α β s : ℝ) : ℝ := (α - β) / (1 - s)

/-- The secular determinant of two overlapping orbitals, written out. -/
theorem secular_det (a b β s E : ℝ) :
    (hamiltonian a b β - E • overlap s).det = (a - E) * (b - E) - (β - E * s) ^ 2 := by
  simp [hamiltonian, overlap, Matrix.det_fin_two]
  ring

/-- For two equivalent orbitals with overlap different from `1` and `-1`, the roots of the
secular equation are exactly the bonding and the antibonding level. -/
theorem secular_roots (α β s E : ℝ) (hp : 1 + s ≠ 0) (hm : 1 - s ≠ 0) :
    (hamiltonian α α β - E • overlap s).det = 0 ↔
      E = bonding α β s ∨ E = antibonding α β s := by
  -- the determinant is a difference of two squares
  have hf : (α - E) * (α - E) - (β - E * s) ^ 2
      = (α + β - E * (1 + s)) * (α - β - E * (1 - s)) := by ring
  rw [secular_det, hf, mul_eq_zero, bonding, antibonding, eq_div_iff hp, eq_div_iff hm]
  constructor
  · rintro (h | h)
    · left; linarith
    · right; linarith
  · rintro (h | h)
    · left; linarith
    · right; linarith

/-- The in-phase combination of two equivalent orbitals solves `H c = E S c` at the bonding
level, if the overlap is not `-1`. -/
theorem bonding_orbital (α β s : ℝ) (hp : 1 + s ≠ 0) :
    hamiltonian α α β *ᵥ ![1, 1] = bonding α β s • (overlap s *ᵥ ![1, 1]) := by
  have h : bonding α β s * (1 + s) = α + β := div_mul_cancel₀ _ hp
  ext i
  fin_cases i <;>
    simp [hamiltonian, overlap, Matrix.mulVec, dotProduct, Fin.sum_univ_succ] <;> linarith

/-- The out-of-phase combination of two equivalent orbitals solves `H c = E S c` at the
antibonding level, if the overlap is not `1`. -/
theorem antibonding_orbital (α β s : ℝ) (hm : 1 - s ≠ 0) :
    hamiltonian α α β *ᵥ ![1, -1] = antibonding α β s • (overlap s *ᵥ ![1, -1]) := by
  have h : antibonding α β s * (1 - s) = α - β := div_mul_cancel₀ _ hm
  ext i
  fin_cases i <;>
    simp [hamiltonian, overlap, Matrix.mulVec, dotProduct, Fin.sum_univ_succ] <;> linarith

/-- The sum of the two levels differs from twice the site energy by
`2 s (α s - β) / (1 - s²)`, for overlap different from `1` and `-1`. -/
theorem level_sum (α β s : ℝ) (hp : 1 + s ≠ 0) (hm : 1 - s ≠ 0) :
    bonding α β s + antibonding α β s - 2 * α = 2 * s * (α * s - β) / (1 - s ^ 2) := by
  rw [show 1 - s ^ 2 = (1 + s) * (1 - s) by ring, bonding, antibonding]
  field_simp
  ring

/-- For overlap between `0` and `1`, the sum of the two levels exceeds twice the site energy
exactly when `β < α s`. -/
theorem repulsion_iff (α β s : ℝ) (h0 : 0 < s) (h1 : s < 1) :
    2 * α < bonding α β s + antibonding α β s ↔ β < α * s := by
  have hk : 0 < 1 - s ^ 2 := by nlinarith
  have h2 : 0 < 2 * s := by linarith
  rw [← sub_pos, level_sum α β s (by linarith) (by linarith),
    div_pos_iff_of_pos_right hk, mul_pos_iff_of_pos_left h2, sub_pos]

/-- Closed-shell repulsion: for two equivalent orbitals with `0 < s < 1` and `β < α s`, the
secular equation has exactly the bonding root, below `α`, and the antibonding root, above `α`,
and their sum exceeds `2 α`. -/
theorem closed_shell_repulsion (α β s : ℝ) (h0 : 0 < s) (h1 : s < 1) (hβ : β < α * s) :
    (∀ E, (hamiltonian α α β - E • overlap s).det = 0 ↔
      E = bonding α β s ∨ E = antibonding α β s) ∧
    bonding α β s < α ∧ α < antibonding α β s ∧
    2 * α < bonding α β s + antibonding α β s := by
  have hp : 0 < 1 + s := by linarith
  have hm : 0 < 1 - s := by linarith
  refine ⟨fun E => secular_roots α β s E hp.ne' hm.ne', ?_, ?_,
    (repulsion_iff α β s h0 h1).2 hβ⟩
  · rw [bonding, div_lt_iff₀ hp]
    linarith
  · rw [antibonding, lt_div_iff₀ hm]
    linarith

/-- A quadratic `k E² - t E + c` with `k > 0` and nonnegative discriminant has two real roots
(possibly equal), given here by their sum and product. -/
theorem real_levels (k t c : ℝ) (hk : 0 < k) (hD : 0 ≤ t ^ 2 - 4 * k * c) :
    ∃ x y : ℝ, x ≤ y ∧ k * (x + y) = t ∧ k * (x * y) = c := by
  obtain ⟨r, hr0, hr⟩ : ∃ r : ℝ, 0 ≤ r ∧ r ^ 2 = t ^ 2 - 4 * k * c :=
    ⟨√(t ^ 2 - 4 * k * c), Real.sqrt_nonneg _, Real.sq_sqrt hD⟩
  obtain ⟨i, hi, hki⟩ : ∃ i : ℝ, 0 < i ∧ k * i = 1 :=
    ⟨k⁻¹, inv_pos.2 hk, mul_inv_cancel₀ hk.ne'⟩
  refine ⟨(t - r) * i / 2, (t + r) * i / 2, ?_, ?_, ?_⟩
  · nlinarith [mul_nonneg hr0 hi.le]
  · linear_combination t * hki
  · linear_combination (-(k * i ^ 2 / 4)) * hr + c * (k * i + 1) * hki

/-- Repulsion of two inequivalent orbitals: if `0 < s < 1`, `β < a s` and `β < b s`, the secular
equation has exactly two real roots, one below both site energies and one above both, and their
sum exceeds `a + b`. -/
theorem heteronuclear_repulsion (a b β s : ℝ) (h0 : 0 < s) (h1 : s < 1)
    (ha : β < a * s) (hb : β < b * s) :
    ∃ x y : ℝ, (∀ E, (hamiltonian a b β - E • overlap s).det = 0 ↔ E = x ∨ E = y) ∧
      (x < a ∧ x < b) ∧ (a < y ∧ b < y) ∧ a + b < x + y := by
  have hk : 0 < 1 - s ^ 2 := by nlinarith
  -- the discriminant is a sum of nonnegative terms
  have hD : 0 ≤ (a + b - 2 * β * s) ^ 2 - 4 * (1 - s ^ 2) * (a * b - β ^ 2) := by
    have e : (a + b - 2 * β * s) ^ 2 - 4 * (1 - s ^ 2) * (a * b - β ^ 2)
        = (a + b - 2 * β * s - 2 * (1 - s ^ 2) * a) ^ 2
          + 4 * ((1 - s ^ 2) * (β - a * s) ^ 2) := by ring
    rw [e]
    have := mul_nonneg hk.le (sq_nonneg (β - a * s))
    positivity
  obtain ⟨x, y, hxy, hs, hp⟩ := real_levels _ _ _ hk hD
  have hf : ∀ E, (a - E) * (b - E) - (β - E * s) ^ 2
      = (1 - s ^ 2) * ((E - x) * (E - y)) := by
    intro E
    linear_combination E * hs - hp
  -- an energy at which the determinant is negative lies between the roots
  have key : ∀ c, (1 - s ^ 2) * ((c - x) * (c - y)) < 0 → x < c ∧ c < y := by
    intro c hc
    constructor
    · by_contra h
      have h' := not_lt.mp h
      have h2 := mul_nonneg (sub_nonneg.2 h') (sub_nonneg.2 (h'.trans hxy))
      nlinarith [mul_nonneg hk.le h2]
    · by_contra h
      have h' := not_lt.mp h
      have h2 := mul_nonneg (sub_nonneg.2 (hxy.trans h')) (sub_nonneg.2 h')
      nlinarith [mul_nonneg hk.le h2]
  have hA := key a (by rw [← hf a]; nlinarith [mul_pos (sub_pos.2 ha) (sub_pos.2 ha)])
  have hB := key b (by rw [← hf b]; nlinarith [mul_pos (sub_pos.2 hb) (sub_pos.2 hb)])
  refine ⟨x, y, fun E => ?_, ⟨hA.1, hB.1⟩, ⟨hA.2, hB.2⟩, ?_⟩
  · rw [secular_det, hf E, mul_eq_zero, or_iff_right hk.ne', mul_eq_zero, sub_eq_zero,
      sub_eq_zero]
  · -- the sum of the roots is read off from the coefficients
    have h2 : 0 < s * ((a * s - β) + (b * s - β)) := mul_pos h0 (by linarith)
    have h3 : (1 - s ^ 2) * (x + y - (a + b)) = s * ((a * s - β) + (b * s - β)) := by
      linear_combination hs
    rw [← h3] at h2
    exact sub_pos.1 ((mul_pos_iff_of_pos_left hk).1 h2)

end

end OverlapRepulsion
```

```lean
#print axioms OverlapRepulsion.antibonding_orbital
#print axioms OverlapRepulsion.level_sum
#print axioms OverlapRepulsion.closed_shell_repulsion
#print axioms OverlapRepulsion.heteronuclear_repulsion
```

```
'OverlapRepulsion.antibonding_orbital' depends on axioms: [propext, Classical.choice, Quot.sound]
'OverlapRepulsion.level_sum' depends on axioms: [propext, Classical.choice, Quot.sound]
'OverlapRepulsion.closed_shell_repulsion' depends on axioms: [propext, Classical.choice, Quot.sound]
'OverlapRepulsion.heteronuclear_repulsion' depends on axioms: [propext, Classical.choice, Quot.sound]
```

### From the algebra to the Lean proofs

`secular_det` expands the determinant. In `secular_roots`, the equation `hf` is the difference of squares; `mul_eq_zero` splits the product, and `eq_div_iff` turns each level formula into a linear equation that `linarith` matches with a factor. The two orbital theorems check \(Hc=ESc\) row by row.

`level_sum` clears the denominators and compares polynomials. `repulsion_iff` then reads off the sign of the excess, using \(2s>0\) and \(1-s^2>0\). The main theorem combines these results and obtains the positions relative to `α` by multiplying through by \(1+s\) or \(1-s\).

For unequal sites, `real_levels` constructs the roots of \(kE^2-tE+c\) from the quadratic formula and returns their sum and product. Its hypothesis of a nonnegative discriminant is met because the discriminant equals

\[
\bigl(a+b-2\beta s-2(1-s^2)a\bigr)^2+4(1-s^2)(\beta-as)^2 .
\]

The step `hf` writes the determinant as \((1-s^2)(E-x)(E-y)\). The step `key` shows that an energy where this is negative lies strictly between the roots: otherwise both factors would have the same sign or one would vanish. Applying it at `a` and `b` places both site energies, and `h3` is the coefficient identity that gives the sum.
